# Onsager–Casimir reciprocity for finite-matrix observables of definite conjugation parity

Time reversal is represented here by entrywise complex conjugation in one fixed basis. This suits spinless particles in a basis of real orbitals, where positions are real matrices and orbital angular momenta are imaginary ones. Time reversal of a physical spin-1/2 also includes a spin rotation, which is not covered.

An observable $A$ has parity $e$ if $\overline A=eA$. Conjugating the Hamiltonian $H$ reverses a magnetic field that enters through imaginary matrices, so $H$ itself need not be real. The claim concerns response functions of a finite closed system that is perturbed from thermal equilibrium; transport coefficients, which need a further limit, are not treated. For such finite models it gives a check on computed linear response: the values at fields $b$ and $-b$ must agree after the observables are exchanged, up to a sign.

Matrices are complex and square, with rows and columns labelled by a finite type `n`. Units have $\hbar=1$, the inverse temperature $\beta$ and time $t$ are real, and $\mathrm i$ is the imaginary unit.

```lean
import Mathlib

open Matrix
open Complex (I)

namespace FieldReversalReciprocity

noncomputable section

variable {n : Type*} [Fintype n] [DecidableEq n]
```

Conjugation acts on each entry, without transposition.

```lean
/-- The entrywise complex conjugate of a matrix. -/
def entryConj (A : Matrix n n ℂ) : Matrix n n ℂ := A.map (starRingEnd ℂ)
```

The thermal state enters through its unnormalised weight $e^{-\beta H}$, and observables evolve in the Heisenberg picture, $A(t)=e^{\mathrm iHt}Ae^{-\mathrm iHt}$.

```lean
/-- The unnormalised Gibbs weight `exp(-βH)`. -/
def gibbs (β : ℝ) (H : Matrix n n ℂ) : Matrix n n ℂ :=
  NormedSpace.exp ((-(β : ℂ)) • H)

/-- The Heisenberg observable `A(t) = exp(iHt) A exp(-iHt)`. -/
def heisenberg (H A : Matrix n n ℂ) (t : ℝ) : Matrix n n ℂ :=
  NormedSpace.exp ((I * (t : ℂ)) • H) * A * NormedSpace.exp ((-(I * (t : ℂ))) • H)
```

The commutator response is $C(H,A,B,t)=\operatorname{tr}\big(e^{-\beta H}[A(t),B]\big)$.

```lean
/-- The commutator response `C(H,A,B,t) = tr(exp(-βH) [A(t), B])`. -/
def response (β : ℝ) (H A B : Matrix n n ℂ) (t : ℝ) : ℂ :=
  trace (gibbs β H * (heisenberg H A t * B - B * heisenberg H A t))
```

Dividing by the partition function $Z=\operatorname{tr}e^{-\beta H}$ gives the Kubo function $\phi_{AB}(t)=\mathrm i\,C(H,A,B,t)/Z$. For $t>0$ it is the linear response of $\langle A\rangle$ to an impulse that couples to $B$ through a term $-h(t)B$ in the Hamiltonian. That perturbative derivation is taken as the physical reason for the definition.

```lean
/-- The Kubo response function: `i` times the thermal average of `[A(t), B]`. -/
def kubo (β : ℝ) (H A B : Matrix n n ℂ) (t : ℝ) : ℂ :=
  I * response β H A B t / trace (gibbs β H)
```

A field $b$ enters linearly, $H(b)=H_0+bM$. A diamagnetic term in $b^2$ is absent from this form, although part (e) allows any Hermitian $H$.

```lean
/-- A Hamiltonian `H₀ + b M` depending linearly on a field `b`. -/
def fieldHamiltonian (H₀ M : Matrix n n ℂ) (b : ℝ) : Matrix n n ℂ := H₀ + (b : ℂ) • M
```

The susceptibility is $\chi_{AB}(\omega,T)=\int_0^T e^{\mathrm i\omega t}\phi_{AB}(t)\,dt$. The window $T$ stays finite because the response of a finite system is a sum of undamped oscillations, whose integral generally has no limit as $T\to\infty$.

```lean
/-- The susceptibility at frequency `ω`, accumulated over the time window from `0` to `T`. -/
def susceptibility (β : ℝ) (H A B : Matrix n n ℂ) (ω T : ℝ) : ℂ :=
  ∫ t in (0 : ℝ)..T, Complex.exp (I * ω * t) * kubo β H A B t
```

## (a) Conjugation equals transposition

Show that $\overline A=A^{\mathsf T}$ for Hermitian $A$.

Hermiticity says $\overline{A_{ij}}=A_{ji}$, and the right side is the $(i,j)$ entry of $A^{\mathsf T}$. The proof compares entries in the same way.

```lean
omit [Fintype n] [DecidableEq n] in
/-- For a Hermitian matrix, entrywise conjugation is transposition. -/
theorem entryConj_eq_transpose {A : Matrix n n ℂ} (hA : A.IsHermitian) :
    entryConj A = Aᵀ := by
  ext i j
  exact hA.apply j i
```

## (b) The possible parities

Let $A$ be Hermitian and nonzero, with $\overline A=eA$ for some complex $e$. Show that $e=\pm1$.

By (a), $A_{ji}=eA_{ij}$ for all $i,j$. Using this twice gives $A_{ij}=eA_{ji}=e^2A_{ij}$, so $(e^2-1)A_{ij}=0$. Some entry is nonzero, hence $e^2=1$. The Lean proof runs by contradiction: if $e$ were neither sign, every entry would vanish. For $A=0$ the conclusion fails, since every $e$ then satisfies the condition.

```lean
omit [Fintype n] [DecidableEq n] in
/-- If conjugation multiplies a nonzero Hermitian observable by a number `e`,
then `e` is `1` or `-1`. -/
theorem parity_eq_one_or_neg_one {A : Matrix n n ℂ} {e : ℂ} (hA : A.IsHermitian)
    (h0 : A ≠ 0) (hAe : entryConj A = e • A) : e = 1 ∨ e = -1 := by
  rw [entryConj_eq_transpose hA] at hAe
  have h : ∀ i j, A j i = e * A i j := fun i j => congrFun (congrFun hAe i) j
  by_contra hne
  apply h0
  ext i j
  -- transposing twice multiplies every entry by `e * e`
  have h2 : (e * e - 1) * A i j = 0 := by
    linear_combination (-1 : ℂ) * h j i - e * h i j
  rcases mul_eq_zero.mp h2 with h3 | h3
  · exact absurd (mul_self_eq_one_iff.mp (sub_eq_zero.mp h3)) hne
  · simpa using h3
```

## (c) Reversing the order inside a trace

Let $R$ commute with $U$ and with $V$. Show that
$$\operatorname{tr}\big(R[UAV,B]\big)=\operatorname{tr}\big(R^{\mathsf T}[U^{\mathsf T}B^{\mathsf T}V^{\mathsf T},A^{\mathsf T}]\big).$$

Treat the two terms of the commutator separately. Commuting $R$ past $U$ and rotating the trace gives
$$\operatorname{tr}(RUAVB)=\operatorname{tr}(URAVB)=\operatorname{tr}(AVBUR).$$
A trace is unchanged by transposition, which reverses the product, so this equals $\operatorname{tr}(R^{\mathsf T}U^{\mathsf T}B^{\mathsf T}V^{\mathsf T}A^{\mathsf T})$. For the other term,
$$\operatorname{tr}(RBUAV)=\operatorname{tr}(VRBUA)=\operatorname{tr}(RVBUA)=\operatorname{tr}(VBUAR),$$
and transposition gives $\operatorname{tr}(R^{\mathsf T}A^{\mathsf T}U^{\mathsf T}B^{\mathsf T}V^{\mathsf T})$. Subtracting the two results proves the identity. The steps `h1` and `h2` are these two chains.

```lean
omit [DecidableEq n] in
/-- If a weight `R` commutes with `U` and `V`, the trace of `R [U A V, B]` is unchanged when
all matrices are transposed and `A` and `B` trade places. -/
theorem trace_reversal (R U V A B : Matrix n n ℂ) (hU : R * U = U * R) (hV : R * V = V * R) :
    trace (R * (U * A * V * B - B * (U * A * V))) =
      trace (Rᵀ * (Uᵀ * Bᵀ * Vᵀ * Aᵀ - Aᵀ * (Uᵀ * Bᵀ * Vᵀ))) := by
  have h1 : trace (R * (U * A * V * B)) = trace (Rᵀ * (Uᵀ * Bᵀ * Vᵀ * Aᵀ)) := by
    calc trace (R * (U * A * V * B)) = trace ((R * U) * (A * V * B)) := by
          simp only [Matrix.mul_assoc]
      _ = trace ((A * V * B) * (U * R)) := by rw [hU, Matrix.trace_mul_comm]
      _ = trace ((Rᵀ * (Uᵀ * Bᵀ * Vᵀ * Aᵀ))ᵀ) := by
          simp only [Matrix.transpose_mul, Matrix.transpose_transpose, Matrix.mul_assoc]
      _ = _ := Matrix.trace_transpose _
  have h2 : trace (R * (B * (U * A * V))) = trace (Rᵀ * (Aᵀ * (Uᵀ * Bᵀ * Vᵀ))) := by
    calc trace (R * (B * (U * A * V))) = trace ((R * B * U * A) * V) := by
          simp only [Matrix.mul_assoc]
      _ = trace ((V * R) * (B * U * A)) := by
          rw [Matrix.trace_mul_comm]; simp only [Matrix.mul_assoc]
      _ = trace (R * (V * B * U * A)) := by rw [← hV]; simp only [Matrix.mul_assoc]
      _ = trace ((V * B * U * A) * R) := Matrix.trace_mul_comm _ _
      _ = trace ((Rᵀ * (Aᵀ * (Uᵀ * Bᵀ * Vᵀ)))ᵀ) := by
          simp only [Matrix.transpose_mul, Matrix.transpose_transpose, Matrix.mul_assoc]
      _ = _ := Matrix.trace_transpose _
  rw [Matrix.mul_sub, Matrix.mul_sub, Matrix.trace_sub, Matrix.trace_sub, h1, h2]
```

## (d) Transposing the whole response

Show that $C(H,A,B,t)=C(H^{\mathsf T},B^{\mathsf T},A^{\mathsf T},t)$ for arbitrary matrices.

Put $R=e^{-\beta H}$, $U=e^{\mathrm iHt}$ and $V=e^{-\mathrm iHt}$ in (c). All three are exponentials of multiples of $H$, so they commute; this is `hc`. Term by term in the power series, $(e^{zH})^{\mathsf T}=e^{zH^{\mathsf T}}$ for complex $z$; this is `hT`. The right side of (c) is therefore the response with Hamiltonian $H^{\mathsf T}$, at the same time $t$.

```lean
/-- For arbitrary matrices, the response is unchanged when all of them are transposed and the
two observables trade places. -/
theorem response_transpose (β t : ℝ) (H A B : Matrix n n ℂ) :
    response β H A B t = response β Hᵀ Bᵀ Aᵀ t := by
  have hT : ∀ z : ℂ, NormedSpace.exp (z • Hᵀ) = (NormedSpace.exp (z • H))ᵀ := fun z => by
    rw [← Matrix.transpose_smul, Matrix.exp_transpose]
  -- the Gibbs weight commutes with the propagators
  have hc : ∀ z w : ℂ, NormedSpace.exp (z • H) * NormedSpace.exp (w • H) =
      NormedSpace.exp (w • H) * NormedSpace.exp (z • H) := fun z w => by
    have h : Commute (z • H) (w • H) := ((Commute.refl H).smul_left z).smul_right w
    rw [← Matrix.exp_add_of_commute _ _ h, ← Matrix.exp_add_of_commute _ _ h.symm, add_comm]
  unfold response heisenberg gibbs
  simp only [hT]
  exact trace_reversal _ _ _ A B (hc _ _) (hc _ _)
```

## (e) Reciprocity with the conjugated Hamiltonian

Let $H,A,B$ be Hermitian with $\overline A=eA$ and $\overline B=fB$. Show that
$$C(H,A,B,t)=ef\,C(\overline H,B,A,t).$$

By (a), the transposes in (d) are conjugates, so
$$C(H,A,B,t)=C(\overline H,\overline B,\overline A,t)=C(\overline H,fB,eA,t).$$
Heisenberg evolution is linear in the observable and the commutator is linear in each argument, so the factor $ef$ comes out. In `onsager_casimir` these two facts are `h1` and `h2`. The theorem admits complex $e$ and $f$; by (b) they are signs whenever the observables are nonzero.

```lean
/-- Onsager-Casimir reciprocity: for Hermitian `H`, `A`, `B` with `conj A = e A` and
`conj B = f B`, one has `C(H,A,B,t) = e f C(conj H,B,A,t)`. -/
theorem onsager_casimir (β t : ℝ) {H A B : Matrix n n ℂ} {e f : ℂ}
    (hH : H.IsHermitian) (hA : A.IsHermitian) (hB : B.IsHermitian)
    (hAe : entryConj A = e • A) (hBf : entryConj B = f • B) :
    response β H A B t = e * f * response β (entryConj H) B A t := by
  rw [response_transpose, ← entryConj_eq_transpose hH, ← entryConj_eq_transpose hA,
    ← entryConj_eq_transpose hB, hAe, hBf]
  -- the parities factor out of the commutator
  have h1 : heisenberg (entryConj H) (f • B) t = f • heisenberg (entryConj H) B t := by
    simp only [heisenberg, Matrix.mul_smul, Matrix.smul_mul]
  have h2 : ∀ W : Matrix n n ℂ,
      (f • W) * (e • A) - (e • A) * (f • W) = (e * f) • (W * A - A * W) := fun W => by
    simp only [Matrix.mul_smul, Matrix.smul_mul]
    module
  unfold response
  rw [h1, h2, Matrix.mul_smul, Matrix.trace_smul, smul_eq_mul]
```

## (f) The Kubo function at opposite fields

Let $H_0$ and $M$ be Hermitian, $H_0$ real and $M$ imaginary, and let $A,B$ be as in (e). Show that $\phi_{AB}(t)$ at field $b$ equals $ef\,\phi_{BA}(t)$ at field $-b$.

Since $b$ is real, $H(b)$ is Hermitian and
$$\overline{H(b)}=\overline{H_0}+b\overline M=H_0-bM=H(-b).$$
Part (e) then relates the numerators. For the denominators, (a) gives $H(-b)=H(b)^{\mathsf T}$, hence
$$Z(-b)=\operatorname{tr}\big(e^{-\beta H(b)}\big)^{\mathsf T}=Z(b).$$
The steps `hc` and `hZ` record the reversal of the field and the evenness of $Z$.

```lean
/-- Let `A` and `B` be Hermitian with `conj A = e A` and `conj B = f B`. For `H(b) = H₀ + b M` with
`H₀` real, `M` imaginary and both Hermitian, the Kubo function of `A` and `B` at field `b` is `e f`
times that of `B` and `A` at field `-b`. -/
theorem kubo_field_reversal (β b t : ℝ) {H₀ M A B : Matrix n n ℂ} {e f : ℂ}
    (h₀ : H₀.IsHermitian) (hM : M.IsHermitian) (hA : A.IsHermitian) (hB : B.IsHermitian)
    (h₀r : entryConj H₀ = H₀) (hMi : entryConj M = -M)
    (hAe : entryConj A = e • A) (hBf : entryConj B = f • B) :
    kubo β (fieldHamiltonian H₀ M b) A B t =
      e * f * kubo β (fieldHamiltonian H₀ M (-b)) B A t := by
  have hH : (fieldHamiltonian H₀ M b).IsHermitian := by
    unfold fieldHamiltonian
    rw [Matrix.IsHermitian, Matrix.conjTranspose_add, Matrix.conjTranspose_smul, h₀.eq, hM.eq]
    simp
  -- conjugation reverses the field
  have hc : entryConj (fieldHamiltonian H₀ M b) = fieldHamiltonian H₀ M (-b) := by
    ext i j
    have h1 : (starRingEnd ℂ) (H₀ i j) = H₀ i j := congrFun (congrFun h₀r i) j
    have h2 : (starRingEnd ℂ) (M i j) = -M i j := congrFun (congrFun hMi i) j
    simp [entryConj, fieldHamiltonian, h1, h2]
  -- the partition function is even in the field
  have hZ : trace (gibbs β (fieldHamiltonian H₀ M (-b))) =
      trace (gibbs β (fieldHamiltonian H₀ M b)) := by
    rw [← hc, entryConj_eq_transpose hH]
    unfold gibbs
    rw [← Matrix.transpose_smul, Matrix.exp_transpose, Matrix.trace_transpose]
  unfold kubo
  rw [onsager_casimir β t hH hA hB hAe hBf, hc, hZ]
  ring
```

## (g) The susceptibility at every frequency

Under the hypotheses of (f), show that $\chi_{AB}(\omega,T)$ at $b$ equals $ef\,\chi_{BA}(\omega,T)$ at $-b$.

Multiply (f) by $e^{\mathrm i\omega t}$ and integrate from $0$ to $T$. The constant $ef$ leaves the integral, and the frequency keeps its sign. Lean likewise moves the constant inside and compares the integrands at each $t$.

```lean
/-- Under the hypotheses of `kubo_field_reversal`, the finite-time susceptibility of `A` and `B` at
field `b` is `e f` times that of `B` and `A` at field `-b`, at every frequency. -/
theorem susceptibility_field_reversal (β b ω T : ℝ) {H₀ M A B : Matrix n n ℂ} {e f : ℂ}
    (h₀ : H₀.IsHermitian) (hM : M.IsHermitian) (hA : A.IsHermitian) (hB : B.IsHermitian)
    (h₀r : entryConj H₀ = H₀) (hMi : entryConj M = -M)
    (hAe : entryConj A = e • A) (hBf : entryConj B = f • B) :
    susceptibility β (fieldHamiltonian H₀ M b) A B ω T =
      e * f * susceptibility β (fieldHamiltonian H₀ M (-b)) B A ω T := by
  unfold susceptibility
  rw [← intervalIntegral.integral_const_mul]
  refine intervalIntegral.integral_congr fun t _ => ?_
  have h := kubo_field_reversal β b t h₀ hM hA hB h₀r hMi hAe hBf

  rw [h]
  ring
```

## (h) Parities of the Pauli matrices

Show that the three Pauli matrices are Hermitian, that $\sigma_x$ and $\sigma_z$ are even under conjugation, and that $\sigma_y$ is odd.

```lean
/-- The Pauli matrix `σx`. -/
def σx : Matrix (Fin 2) (Fin 2) ℂ := !![0, 1; 1, 0]

/-- The Pauli matrix `σy`. -/
def σy : Matrix (Fin 2) (Fin 2) ℂ := !![0, -I; I, 0]

/-- The Pauli matrix `σz`. -/
def σz : Matrix (Fin 2) (Fin 2) ℂ := !![1, 0; 0, -1]
```

The entries of $\sigma_x$ and $\sigma_z$ are real, and those of $\sigma_y$ are $0$ and $\pm\mathrm i$. Transposing and conjugating returns each matrix. Lean checks the four entries in each case. Thus $H_0=0$, $M=\sigma_y$, $A=\sigma_z$, $B=\sigma_x$ and $e=f=1$ satisfy every hypothesis of (f). The matrices describe a two-level system with the conjugation chosen above.

```lean
/-- The Pauli matrices are Hermitian; `σx` and `σz` are even under conjugation and `σy` is
odd. -/
theorem pauli_witness :
    (σx.IsHermitian ∧ σy.IsHermitian ∧ σz.IsHermitian) ∧
      entryConj σx = σx ∧ entryConj σy = -σy ∧ entryConj σz = σz := by
  refine ⟨⟨?_, ?_, ?_⟩, ?_, ?_, ?_⟩ <;> ext i j <;> fin_cases i <;> fin_cases j <;>
    simp [σx, σy, σz, entryConj]
```

## (i) The Gibbs weight for $H=\sigma_y$

Show that $e^{-\beta\sigma_y}=\cosh\beta-\sigma_y\sinh\beta$.

Because $\sigma_y^2=1$, the even terms of the exponential series sum to $\cosh\beta$ and the odd terms to $-\sigma_y\sinh\beta$. Lean takes another route: it diagonalises $-\beta\sigma_y$ with the unnormalised eigenvectors $(1,\mathrm i)$ and $(1,-\mathrm i)$, the columns of `U`, and exponentiates the eigenvalues $-\beta$ and $\beta$. Normalised eigenvectors would carry a factor $1/\sqrt2$; here the inverse `W` absorbs the normalisation.

```lean
/-- The unnormalised Gibbs weight for the Hamiltonian `σy` is `cosh β - σy sinh β`. -/
theorem gibbs_σy (β : ℝ) :
    gibbs β σy = !![Complex.cosh β, I * Complex.sinh β; -I * Complex.sinh β, Complex.cosh β] := by
  let U : Matrix (Fin 2) (Fin 2) ℂ := !![1, 1; I, -I]
  let W : Matrix (Fin 2) (Fin 2) ℂ := !![1 / 2, -I / 2; 1 / 2, I / 2]
  have hUW : U * W = 1 := by
    ext i j
    fin_cases i <;> fin_cases j <;> simp [U, W, Matrix.mul_apply, Fin.sum_univ_succ] <;>
      ring_nf
    all_goals simp [Complex.I_sq]
  have hunit : IsUnit U := ⟨⟨U, W, hUW, mul_eq_one_comm.mp hUW⟩, rfl⟩
  have hdiag : ∀ v : Fin 2 → ℂ, Matrix.diagonal v = !![v 0, 0; 0, v 1] := fun v => by
    ext i j
    fin_cases i <;> fin_cases j <;> simp
  have he : ∀ (v : Fin 2 → ℂ) (i : Fin 2), NormedSpace.exp v i = Complex.exp (v i) :=
    fun v i => by simp [← Complex.exp_eq_exp_ℂ]
  -- diagonalise `σy`
  have hD : (-(β : ℂ)) • σy = U * Matrix.diagonal ![-(β : ℂ), (β : ℂ)] * W := by
    rw [hdiag]
    ext i j
    fin_cases i <;> fin_cases j <;>
      simp [U, W, σy, Matrix.mul_apply, Fin.sum_univ_succ] <;> ring
  have hexp := Matrix.exp_conj U (Matrix.diagonal ![-(β : ℂ), (β : ℂ)]) hunit
  rw [Matrix.inv_eq_right_inv hUW, Matrix.exp_diagonal] at hexp
  unfold gibbs
  rw [hD, hexp, hdiag, he, he]
  ext i j
  fin_cases i <;> fin_cases j <;>
    simp [U, W, Matrix.mul_apply, Fin.sum_univ_succ, Complex.cosh, Complex.sinh] <;>
    first
      | ring1
      | linear_combination (-(Complex.exp β + Complex.exp (-β)) / 2) * Complex.I_sq
```

## (j) Exchange without field reversal

For $\beta\neq0$, show that $C(\sigma_y,\sigma_z,\sigma_x,0)\neq C(\sigma_y,\sigma_x,\sigma_z,0)$.

At $t=0$ the observables have not evolved, and $[\sigma_z,\sigma_x]=2\mathrm i\sigma_y$. With (i),
$$C(\sigma_y,\sigma_z,\sigma_x,0)=\operatorname{tr}\big((\cosh\beta-\sigma_y\sinh\beta)\,2\mathrm i\sigma_y\big)=-4\mathrm i\sinh\beta.$$
Exchanging the observables reverses the commutator and gives $+4\mathrm i\sinh\beta$. Equality would force $\sinh\beta=0$, hence $\beta=0$. Both parities are $+1$, so the mismatch comes from leaving $H$ unconjugated; replacing $\sigma_y$ by $-\sigma_y$ on the exchanged side restores equality.

Hermiticity of $H$ matters in (e) as well, as a short calculation separate from the Lean file shows. Take $H=\mathrm i\sigma_y$, which is real but not Hermitian, so that $\overline H=H$. Then $e^{-\beta H}=\cos\beta-\mathrm i\sigma_y\sin\beta$, and at $t=0$ the responses for $(\sigma_z,\sigma_x)$ and $(\sigma_x,\sigma_z)$ are $4\sin\beta$ and $-4\sin\beta$. They differ unless $\sin\beta=0$.

```lean
/-- For the Hamiltonian `σy` at `β ≠ 0`, exchanging `σz` and `σx` without conjugating the
Hamiltonian changes the response at time zero. -/
theorem reciprocity_needs_field_reversal {β : ℝ} (hβ : β ≠ 0) :
    response β σy σz σx 0 ≠ response β σy σx σz 0 := by
  have h0 : ∀ A : Matrix (Fin 2) (Fin 2) ℂ, heisenberg σy A 0 = A := fun A => by
    simp [heisenberg]
  have h1 : response β σy σz σx 0 = -4 * I * Complex.sinh β := by
    unfold response
    rw [h0, gibbs_σy]
    simp [σx, σz, Matrix.trace_fin_two]
    ring
  have h2 : response β σy σx σz 0 = 4 * I * Complex.sinh β := by
    unfold response
    rw [h0, gibbs_σy]
    simp [σx, σz, Matrix.trace_fin_two, Fin.sum_univ_succ]
    ring
  intro h
  rw [h1, h2] at h
  have hs : Complex.sinh (β : ℂ) = 0 := by
    linear_combination (I / 8) * h + Complex.sinh (β : ℂ) * Complex.I_sq
  rw [← Complex.ofReal_sinh] at hs
  exact hβ (Real.sinh_eq_zero.mp (Complex.ofReal_eq_zero.mp hs))

end

end FieldReversalReciprocity
```

```lean
#print axioms FieldReversalReciprocity.parity_eq_one_or_neg_one
#print axioms FieldReversalReciprocity.onsager_casimir
#print axioms FieldReversalReciprocity.susceptibility_field_reversal
#print axioms FieldReversalReciprocity.reciprocity_needs_field_reversal
```

```
'FieldReversalReciprocity.parity_eq_one_or_neg_one' depends on axioms: [propext, Classical.choice, Quot.sound]
'FieldReversalReciprocity.onsager_casimir' depends on axioms: [propext, Classical.choice, Quot.sound]
'FieldReversalReciprocity.susceptibility_field_reversal' depends on axioms: [propext, Classical.choice, Quot.sound]
'FieldReversalReciprocity.reciprocity_needs_field_reversal' depends on axioms: [propext, Classical.choice, Quot.sound]
```
